# A dummy atom attached through a frame cancels from core free-energy differences in a finite model

A core has a finite set $X$ of configurations $x$ and an energy $U(x)$. A dummy atom has placements $g$ in a finite group $G$, for example displacements on a periodic grid. The core carries a frame $f(x)\in G$, and the dummy feels an energy $u$ that depends only on its placement as seen from that frame:

$$E(x,g)=U(x)+u(f(x)^{-1}g).$$

For any finite system with energy $E$ and real $\beta$, write $Z_E=\sum_s e^{-\beta E(s)}$, $p_E(s)=e^{-\beta E(s)}/Z_E$ and $\Phi_E=-\log Z_E$. The reduced free energy $\Phi$ is dimensionless and equals $\beta F$ at inverse temperature $\beta>0$. A general coupling $w(x,g)$ may replace the frame term; its local partition function is $Z_w(x)=\sum_g e^{-\beta w(x,g)}$.

## The identity and where it applies

For a non-empty core, any core energies $U_0,U_1$ and any frame maps $f_0,f_1$, with joint energies $E_i(x,g)=U_i(x)+u(f_i(x)^{-1}g)$,

$$\Phi_{E_1}-\Phi_{E_0}=\Phi_{U_1}-\Phi_{U_0}.$$

Alchemical calculations can keep a vanished atom as a dummy bonded to the molecule. The identity treats a change of the core during which the dummy is present at both ends with one unchanged $u$. It does not treat the step that turns a real atom into a dummy.

## Summing out the dummy

At fixed $x$ the core weight leaves the sum:

$$\sum_g e^{-\beta(U(x)+w(x,g))}=e^{-\beta U(x)}Z_w(x).$$

For the frame coupling, substitute $h=f(x)^{-1}g$. This permutes $G$, so $Z_w(x)=\sum_h e^{-\beta u(h)}=Z_u$ for every $x$. Summing over $x$ gives $Z_E=Z_UZ_u$, hence $\Phi_E=\Phi_U+\Phi_u$, and $\Phi_u$ drops out of the difference.

For a general coupling with joint energy $E=U+w$, the core marginal is $e^{-\beta U(x)}Z_w(x)/Z_E$. If $Z_w$ is constant, then $Z_E=Z_UZ_w$ and the marginal is $p_U(x)$. Conversely, if the marginal is $p_U(x)$, cancelling the positive factor $e^{-\beta U(x)}$ leaves $Z_w(x)=Z_E/Z_U$, the same for all $x$.

With the frame coupling, averages of core observables $A(x)$ are therefore unchanged. Along a differentiable path $U_l$ with $f$ and $u$ fixed,

$$\frac{d\Phi_E}{dl}=-\frac{1}{Z_{U_l}}\frac{dZ_{U_l}}{dl}=\beta\sum_x p_{U_l}(x)\,\frac{\partial U_l(x)}{\partial l}.$$

## A biased dummy and a trivial one

Without the frame form, cancellation can fail. Take two core states and one dummy placement, with $U_0=(0,0)$ and $\beta w=(0,\log 2)$. The core marginal is $(2/3,1/3)$ instead of $(1/2,1/2)$. Changing the core energy to $\beta U_1=(0,\log 2)$ costs $\log(6/5)$ with the dummy and $\log(4/3)$ without it.

If $G$ has only one element, the frame coupling is the constant $u(1)$, which shifts $\Phi$ by $\beta u(1)$ at both end states.

## The Lean file

```lean
import Mathlib

open Finset

namespace DummyAtomCancellation

noncomputable section

variable {S X D G : Type*} [Fintype S] [Fintype X] [Fintype D] [Fintype G] [Group G]

/-- The canonical partition function of a finite system with energy `E` at inverse
temperature `β`. -/
def partitionFunction (β : ℝ) (E : S → ℝ) : ℝ := ∑ s, Real.exp (-β * E s)

/-- The Boltzmann probability of the state `s`. -/
def boltzmann (β : ℝ) (E : S → ℝ) (s : S) : ℝ :=
  Real.exp (-β * E s) / partitionFunction β E

/-- The reduced (dimensionless) free energy, minus the logarithm of the partition function. -/
def reducedFreeEnergy (β : ℝ) (E : S → ℝ) : ℝ := -Real.log (partitionFunction β E)

/-- The energy of core and dummy together: core energy `U` plus a coupling `w`. -/
def jointEnergy (U : X → ℝ) (w : X → D → ℝ) (p : X × D) : ℝ := U p.1 + w p.1 p.2

/-- The dummy energy `u`, evaluated at the dummy placement `g` as seen from the
frame `f x` carried by the core. -/
def frameCoupling (f : X → G) (u : G → ℝ) (x : X) (g : G) : ℝ := u ((f x)⁻¹ * g)

/-- The partition function of a system with at least one state is positive. -/
theorem partitionFunction_pos [Nonempty S] (β : ℝ) (E : S → ℝ) :
    0 < partitionFunction β E :=
  Finset.sum_pos (fun _ _ => Real.exp_pos _) Finset.univ_nonempty

omit [Fintype X] in
/-- Summing the joint Boltzmann weight over the dummy at a fixed core state gives the core
weight times the local partition function of the dummy. -/
theorem integrate_out_dummy (β : ℝ) (U : X → ℝ) (w : X → D → ℝ) (x : X) :
    ∑ g, Real.exp (-β * jointEnergy U w (x, g))
      = Real.exp (-β * U x) * partitionFunction β (w x) := by
  simp only [partitionFunction, jointEnergy, Finset.mul_sum, ← Real.exp_add, mul_add]

/-- The joint partition function is the sum over core states of the core weight times the
local partition function of the dummy. -/
theorem joint_partition_eq_sum (β : ℝ) (U : X → ℝ) (w : X → D → ℝ) :
    partitionFunction β (jointEnergy U w)
      = ∑ x, Real.exp (-β * U x) * partitionFunction β (w x) := by
  rw [partitionFunction, Fintype.sum_prod_type]
  exact Finset.sum_congr rfl (fun x _ => integrate_out_dummy β U w x)

/-- For a dummy with at least one placement and any coupling, the core marginal is the Boltzmann
distribution of `U` alone exactly when the local partition function of the dummy is the same for all
core states. -/
theorem core_marginal_unbiased_iff [Nonempty D] (β : ℝ) (U : X → ℝ) (w : X → D → ℝ) :
    (∀ x, ∑ g, boltzmann β (jointEnergy U w) (x, g) = boltzmann β U x) ↔
      ∀ x y, partitionFunction β (w x) = partitionFunction β (w y) := by
  have marginal : ∀ x, ∑ g, boltzmann β (jointEnergy U w) (x, g)
      = Real.exp (-β * U x) * partitionFunction β (w x)
        / partitionFunction β (jointEnergy U w) := by
    intro x
    simp only [boltzmann]
    rw [← Finset.sum_div, integrate_out_dummy]
  constructor
  · intro h x y
    have : Nonempty X := ⟨x⟩
    have hj := partitionFunction_pos β (jointEnergy U w)
    have hc := partitionFunction_pos β U
    -- an unbiased marginal fixes the local partition function to a ratio free of `x`
    have key : ∀ z, partitionFunction β (w z)
        = partitionFunction β (jointEnergy U w) / partitionFunction β U := by
      intro z
      have hz := h z
      rw [marginal, boltzmann, div_eq_div_iff hj.ne' hc.ne'] at hz
      rw [eq_div_iff hc.ne']
      exact mul_left_cancel₀ (Real.exp_pos (-β * U z)).ne' (by linear_combination hz)
    rw [key x, key y]
  · intro h x
    have hw := partitionFunction_pos β (w x)
    -- a constant local partition function can be pulled out of the sum
    have hZ : partitionFunction β (jointEnergy U w)
        = partitionFunction β U * partitionFunction β (w x) := by
      rw [joint_partition_eq_sum]
      calc ∑ y, Real.exp (-β * U y) * partitionFunction β (w y)
          = ∑ y, Real.exp (-β * U y) * partitionFunction β (w x) :=
            Finset.sum_congr rfl (fun y _ => by rw [h y x])
        _ = partitionFunction β U * partitionFunction β (w x) := by
            rw [← Finset.sum_mul]
            rfl
    rw [marginal, hZ, boltzmann, mul_div_mul_right _ _ hw.ne']

omit [Fintype X] in
/-- The local partition function of a dummy attached through a frame does not depend on the
core state. -/
theorem dummy_partition_frame_independent (β : ℝ) (f : X → G) (u : G → ℝ) (x : X) :
    partitionFunction β (frameCoupling f u x) = partitionFunction β u := by
  unfold partitionFunction
  -- left translation by the inverse frame permutes the dummy placements
  exact Fintype.sum_equiv (Equiv.mulLeft (f x)⁻¹) _ _ (fun g => by simp [frameCoupling])

/-- With a dummy attached through a frame, the joint partition function is the product of the core
and dummy partition functions. -/
theorem partition_factorizes (β : ℝ) (f : X → G) (U : X → ℝ) (u : G → ℝ) :
    partitionFunction β (jointEnergy U (frameCoupling f u))
      = partitionFunction β U * partitionFunction β u := by
  rw [joint_partition_eq_sum]
  simp only [dummy_partition_frame_independent]
  rw [← Finset.sum_mul]
  rfl

/-- With a dummy attached through a frame, the marginal distribution of the core is the
Boltzmann distribution of `U` alone. -/
theorem core_marginal (β : ℝ) (f : X → G) (U : X → ℝ) (u : G → ℝ) (x : X) :
    ∑ g, boltzmann β (jointEnergy U (frameCoupling f u)) (x, g) = boltzmann β U x :=
  (core_marginal_unbiased_iff β U (frameCoupling f u)).2
    (fun y z => (dummy_partition_frame_independent β f u y).trans
      (dummy_partition_frame_independent β f u z).symm) x

/-- The canonical average of any core observable `A` is the same with and without a dummy attached
through a frame. -/
theorem core_average (β : ℝ) (f : X → G) (U : X → ℝ) (u : G → ℝ) (A : X → ℝ) :
    ∑ p : X × G, boltzmann β (jointEnergy U (frameCoupling f u)) p * A p.1
      = ∑ x, boltzmann β U x * A x := by
  rw [Fintype.sum_prod_type]
  simp only [← Finset.sum_mul, core_marginal]

/-- For a non-empty core and a dummy attached through a frame, the reduced free energy of the two
together is the sum of the two separate ones. -/
theorem freeEnergy_additive [Nonempty X] (β : ℝ) (f : X → G) (U : X → ℝ) (u : G → ℝ) :
    reducedFreeEnergy β (jointEnergy U (frameCoupling f u))
      = reducedFreeEnergy β U + reducedFreeEnergy β u := by
  unfold reducedFreeEnergy
  rw [partition_factorizes, Real.log_mul (partitionFunction_pos β U).ne'
    (partitionFunction_pos β u).ne']
  ring

/-- The free-energy difference between two core energies is the same with and without the
dummy, even when the frame map differs between the two end states. -/
theorem dummy_cancels [Nonempty X] (β : ℝ) (f₀ f₁ : X → G) (U₀ U₁ : X → ℝ) (u : G → ℝ) :
    reducedFreeEnergy β (jointEnergy U₁ (frameCoupling f₁ u))
        - reducedFreeEnergy β (jointEnergy U₀ (frameCoupling f₀ u))
      = reducedFreeEnergy β U₁ - reducedFreeEnergy β U₀ := by
  rw [freeEnergy_additive β f₁ U₁ u, freeEnergy_additive β f₀ U₀ u]
  ring

/-- With a dummy attached through a fixed frame map, the derivative of the joint reduced free energy
along a path of core energies is `β` times the average of the energy derivative over the core
ensemble without the dummy. -/
theorem thermodynamic_integrand [Nonempty X] (β : ℝ) (f : X → G) (u : G → ℝ)
    (U : ℝ → X → ℝ) (U' : X → ℝ) (l : ℝ)
    (hU : ∀ x, HasDerivAt (fun t => U t x) (U' x) l) :
    HasDerivAt (fun t => reducedFreeEnergy β (jointEnergy (U t) (frameCoupling f u)))
      (β * ∑ x, boltzmann β (U l) x * U' x) l := by
  have hZ : HasDerivAt (fun t => partitionFunction β (U t))
      (∑ x, Real.exp (-β * U l x) * (-β * U' x)) l :=
    HasDerivAt.fun_sum (fun x _ => ((hU x).const_mul (-β)).exp)
  -- the dummy contributes only a constant to the free energy
  simp only [freeEnergy_additive]
  refine (((hZ.log (partitionFunction_pos β (U l)).ne').fun_neg).add_const
    (reducedFreeEnergy β u)).congr_deriv ?_
  simp only [boltzmann, Finset.mul_sum, Finset.sum_div, ← Finset.sum_neg_distrib]
  refine Finset.sum_congr rfl (fun x _ => ?_)
  ring

end

end DummyAtomCancellation
```

```lean
#print axioms DummyAtomCancellation.core_average
-- 'DummyAtomCancellation.core_average' depends on axioms: [propext, Classical.choice, Quot.sound]
#print axioms DummyAtomCancellation.freeEnergy_additive
-- 'DummyAtomCancellation.freeEnergy_additive' depends on axioms: [propext, Classical.choice, Quot.sound]
#print axioms DummyAtomCancellation.dummy_cancels
-- 'DummyAtomCancellation.dummy_cancels' depends on axioms: [propext, Classical.choice, Quot.sound]
#print axioms DummyAtomCancellation.thermodynamic_integrand
-- 'DummyAtomCancellation.thermodynamic_integrand' depends on axioms: [propext, Classical.choice, Quot.sound]
```

## How the theorems match the derivation

`partitionFunction`, `boltzmann` and `reducedFreeEnergy` are $Z$, $p$ and $\Phi$; `jointEnergy` takes any coupling, and `frameCoupling` is the special case $u(f(x)^{-1}g)$.

`integrate_out_dummy` is the sum at fixed $x$, and `joint_partition_eq_sum` adds the sum over the core. The substitution $h=f(x)^{-1}g$ is `Equiv.mulLeft (f x)⁻¹` in `dummy_partition_frame_independent`, from which `partition_factorizes` follows.

`core_marginal_unbiased_iff` proves both directions for a non-empty dummy space: `key` is the formula $Z_w(x)=Z_E/Z_U$, and `hZ` pulls the constant out of the sum. `core_marginal` applies it to the frame coupling, and `core_average` sums the result against $A$.

`freeEnergy_additive` takes the logarithm, which needs the positivity from `partitionFunction_pos`; `dummy_cancels` subtracts two instances. In `thermodynamic_integrand`, `hZ` differentiates the finite core sum term by term, `freeEnergy_additive` reduces the dummy to an additive constant, and the chain rule for the logarithm gives the derivative. The hypothesis `hU` asks for a derivative of each core energy at the single point $l$.

## Limits for a production code

The model has no momenta, constraints or continuous coordinates, and it says nothing about sampling error. The cancellation theorem assumes that, at each end state, the dummy interacts with the core only through one frame and with nothing else. If $G$ consists of displacements, that frame is a position without an orientation: a bond to one anchor atom fits, but angle and dihedral terms that turn with the molecule do not. If $u$ itself changes between the end states, the difference gains $\Phi_{u_1}-\Phi_{u_0}$, by additivity. The derivative theorem supplies the integrand of thermodynamic integration, not the integral or its quadrature error.
